# A new configuration that couples to the ground state lowers the energy of a finite cluster

Take a cluster with a single configuration of energy E, and add a second configuration of energy e with coupling b, the two being orthonormal. The Hamiltonian becomes

H = [[E, b], [b*, e]]

and its lower eigenvalue is

E' = (E + e)/2 − √(((E − e)/2)² + |b|²).

For b ≠ 0 the root exceeds |E − e|/2, so E' lies below both E and e. With E = 0, e = 3 and b = 2, the eigenvalues are −1 and 4: the new configuration lies three units above the old one and still pulls the ground energy down by one unit.

The same holds for a larger cluster. Let A be a Hermitian matrix with lowest eigenvalue E, and let

H = [[A, b], [b†, e]]

with e real and b a column vector. The lowest eigenvalue E' of H satisfies E' ≤ E, and E' < E if ⟨b,v⟩ = Σᵢ bᵢ* vᵢ is nonzero for some unit ground state v of A.

In core-level spectroscopy, A can describe a metal ion with a core hole and its ligands, and the new configuration one in which an electron from a neighbouring unit screens the hole. Within such a finite model with orthonormal configurations, the result says that nonlocal screening lowers the lowest core-hole energy whenever the new configuration couples to the lowest core-hole state of the old model.

## Level repulsion from a two-parameter trial state

Any vector x can be expanded in orthonormal eigenvectors of H with coefficients cₖ and eigenvalues λₖ, so

⟨x,Hx⟩ = Σₖ λₖ|cₖ|² ≥ E' Σₖ |cₖ|² = E'⟨x,x⟩.

Let Av = Ev with ⟨v,v⟩ = 1, and write w = ⟨b,v⟩. The trial state has amplitudes av on the old configurations and β on the new one, with a real and β complex. Then

H(av, β) = (aEv + βb, aw + eβ),

and since ⟨v,b⟩ = w*, the variational inequality reads

E'(a² + |β|²) ≤ Ea² + e|β|² + 2a Re(β*w).

The choice a = 1, β = 0 gives E' ≤ E, and a = 0, β = 1 gives E' ≤ e. To gain from the coupling, put the new amplitude in antiphase, β = −sw with s real. With N = |w|²,

0 ≤ (E − E')a² + (e − E')s²N − 2asN.

If e > E', take a = e − E' and s = 1:

0 ≤ (e − E')[(E − E')(e − E') − N].

Dividing by the positive factor e − E' gives the level-repulsion inequality

|⟨b,v⟩|² ≤ (E − E')(e − E').

If e = E', take a = N and s = E − E' + 1. The inequality becomes 0 ≤ −N²(E − E' + 2), which forces N = 0, and level repulsion holds again.

Strict lowering follows at once: E' = E would make the right-hand side zero and hence ⟨b,v⟩ = 0.

An explicit bound follows too. Put d = (E + e)/2 − E', which is nonnegative. Since (E − E')(e − E') = d² − ((E − e)/2)², level repulsion gives d² ≥ ((E − e)/2)² + |w|², and therefore

E' ≤ (E + e)/2 − √(((E − e)/2)² + |⟨b,v⟩|²).

For b = 0 the eigenvalue equation separates into Ax = μx and eβ = μβ. Either x ≠ 0 and μ ≥ E, or x = 0, β ≠ 0 and μ = e. Both E and e occur, so the ground energy is min(E, e). An uncoupled configuration with e ≥ E lowers nothing, while one with e < E becomes the new ground state. Coupling to the ground state is thus sufficient for lowering, but not necessary.

## Appending a row and a column in a cluster code

In a configuration-interaction program, the enlargement appends one row and one column to the Hamiltonian matrix, which is then diagonalised again. With the old ground vector `v` normalised, NumPy's `np.vdot(b, v)` gives ⟨b,v⟩, and the two-level formula gives an upper limit for the new lowest eigenvalue before the second diagonalisation. A converged result above that limit, beyond rounding error, points to a mistake. The comparison requires orthonormal configurations and an unchanged old block, with the same parameters and the same zero of energy.

## The enlarged Hamiltonian in Lean

The type `n` labels the cluster configurations, which are finite in number.

```lean
import Mathlib

open Matrix
open scoped ComplexOrder

namespace NonlocalScreening

noncomputable section

variable {n : Type*} [Fintype n] [DecidableEq n]
```

A ground energy is the least real number that has a nonzero eigenvector.

```lean
/-- The real number `E` is the lowest eigenvalue of the Hamiltonian matrix `M`. -/
def IsGroundEnergy (M : Matrix n n ℂ) (E : ℝ) : Prop :=
  IsLeast {μ : ℝ | ∃ v : n → ℂ, v ≠ 0 ∧ M *ᵥ v = (μ : ℂ) • v} E
```

The enlarged matrix acts on `n ⊕ Unit`: the old labels and one more. The basis is taken as orthonormal, so the new configuration has no overlap with the old ones. The column is `b` and the row its conjugate; `e` is real by its type. These parameters are given, not derived from a microscopic model.

```lean
/-- The cluster Hamiltonian `A` enlarged by one configuration of energy `e`, which couples to
the cluster configurations through the vector `b`. -/
def enlarge (A : Matrix n n ℂ) (b : n → ℂ) (e : ℝ) : Matrix (n ⊕ Unit) (n ⊕ Unit) ℂ :=
  fromBlocks A (of fun i _ => b i) (of fun _ j => star (b j)) (of fun _ _ => (e : ℂ))

/-- A state of the enlarged cluster: amplitudes `x` on the old configurations and `β` on the
new one. -/
def state (x : n → ℂ) (β : ℂ) : n ⊕ Unit → ℂ := Sum.elim x (fun _ => β)
```

The next two lemmas compute H(x, β) and confirm that H is Hermitian. Here `*ᵥ` applies a matrix to a vector, and `star b ⬝ᵥ x` is ⟨b,x⟩, antilinear in the first argument.

```lean
omit [DecidableEq n] in
/-- Action of the enlarged Hamiltonian on a state with amplitudes `x` and `β`. -/
theorem enlarge_mulVec (A : Matrix n n ℂ) (b x : n → ℂ) (e : ℝ) (β : ℂ) :
    enlarge A b e *ᵥ state x β = state (A *ᵥ x + β • b) (star b ⬝ᵥ x + e * β) := by
  ext (i | i) <;>
    simp [enlarge, state, mulVec, dotProduct, Fintype.sum_sum_type, mul_comm]

omit [Fintype n] [DecidableEq n] in
/-- The enlarged Hamiltonian is Hermitian if the cluster Hamiltonian is. -/
theorem enlarge_isHermitian {A : Matrix n n ℂ} (hA : A.IsHermitian) (b : n → ℂ) (e : ℝ) :
    (enlarge A b e).IsHermitian := by
  apply Matrix.IsHermitian.ext
  rintro (i | i) (j | j)
  · exact hA.apply i j
  all_goals simp [enlarge]
```

## Existence of the ground energy and the variational principle

The spectral theorem supplies an eigenvector for each listed eigenvalue of a Hermitian matrix.

```lean
private theorem exists_eigenvector {M : Matrix n n ℂ} (hM : M.IsHermitian) (i : n) :
    ∃ w : n → ℂ, w ≠ 0 ∧ M *ᵥ w = (hM.eigenvalues i : ℂ) • w := by
  refine ⟨(hM.eigenvectorBasis i).ofLp, fun h => ?_, ?_⟩
  · apply hM.eigenvectorBasis.orthonormal.ne_zero i
    ext j
    exact congrFun h j
  · exact (hM.mulVec_eigenvectorBasis i).trans (by ext j; simp)
```

A least eigenvalue exists because the set of eigenvalues is nonempty and finite, every eigenvalue being a root of the characteristic polynomial. For Hermitian A, the ground energies assumed in the later theorems therefore exist as soon as the cluster has a configuration.

```lean
/-- Every Hermitian matrix on a nonempty set of configurations has a lowest eigenvalue. -/
theorem exists_groundEnergy [Nonempty n] {M : Matrix n n ℂ} (hM : M.IsHermitian) :
    ∃ E, IsGroundEnergy M E := by
  -- the eigenvalues are roots of the characteristic polynomial, hence finitely many
  have hfin : {μ : ℝ | ∃ v : n → ℂ, v ≠ 0 ∧ M *ᵥ v = (μ : ℂ) • v}.Finite := by
    refine (M.charpoly.roots.toFinset.finite_toSet.preimage
      Complex.ofReal_injective.injOn).subset ?_
    rintro μ ⟨v, hv, hμ⟩
    have hdet : (scalar n (μ : ℂ) - M).det = 0 := by
      refine Matrix.exists_mulVec_eq_zero_iff.1 ⟨v, hv, ?_⟩
      ext i
      simp [Matrix.sub_mulVec, hμ]
    have hroot : (μ : ℂ) ∈ M.charpoly.roots := by
      rw [Polynomial.mem_roots M.charpoly_monic.ne_zero, Polynomial.IsRoot.def,
        Matrix.eval_charpoly, hdet]
    simpa using hroot
  obtain ⟨E, hE, hmin⟩ := Set.exists_min_image _ id hfin
    ⟨_, exists_eigenvector hM (Classical.arbitrary n)⟩
  exact ⟨E, hE, fun μ hμ => hmin μ hμ⟩
```

Instead of expanding x in eigenvectors, the proof of the variational principle takes a Hermitian matrix M with ground energy F and shifts it to M − F, where F stands for F times the identity. An eigenvalue of the shifted matrix plus F is an eigenvalue of M, hence at least F. The shifted matrix is therefore positive semidefinite, and its expectation value in any state is nonnegative.

```lean
/-- Variational principle: for any vector `x`, normalised or not, the real part of `⟨x,Mx⟩` is at
least the ground energy times `⟨x,x⟩`. -/
theorem variational_principle {M : Matrix n n ℂ} (hM : M.IsHermitian) {F : ℝ}
    (hF : IsGroundEnergy M F) (x : n → ℂ) :
    F * (star x ⬝ᵥ x).re ≤ (star x ⬝ᵥ M *ᵥ x).re := by
  have hS : (M - (F : ℂ) • (1 : Matrix n n ℂ)).IsHermitian :=
    hM.sub (by simp [Matrix.IsHermitian, conjTranspose_smul])
  -- the shifted Hamiltonian has no negative eigenvalue
  have hP : (M - (F : ℂ) • (1 : Matrix n n ℂ)).PosSemidef := by
    refine hS.posSemidef_iff_eigenvalues_nonneg.2 fun i => ?_
    obtain ⟨w, hw, h⟩ := exists_eigenvector hS i
    rw [sub_mulVec, smul_mulVec, one_mulVec, sub_eq_iff_eq_add] at h
    have h2 : F ≤ hS.eigenvalues i + F :=
      hF.2 ⟨w, hw, by rw [h, Complex.ofReal_add, add_smul]⟩
    show (0 : ℝ) ≤ hS.eigenvalues i
    linarith
  have h := (Complex.le_def.1 (hP.dotProduct_mulVec_nonneg x)).1
  rw [sub_mulVec, smul_mulVec, one_mulVec, dotProduct_sub, dotProduct_smul, smul_eq_mul,
    Complex.sub_re, Complex.re_ofReal_mul, Complex.zero_re] at h
  linarith
```

## Level repulsion and the two-level bound in Lean

Inner products of enlarged states split into an old and a new part.

```lean
omit [DecidableEq n] in
private theorem state_dot (x y : n → ℂ) (β γ : ℂ) :
    star (state x β) ⬝ᵥ state y γ = star x ⬝ᵥ y + star β * γ := by
  simp [state, dotProduct, Fintype.sum_sum_type]
```

In the next theorem, `key` is the inequality for the trial state (av, β), and `h1` and `h2` are its two special cases. `key2` inserts β = −sw. The final case split uses the values of a and s chosen above, with `nlinarith` doing the algebra. The vector `v` may be any unit eigenvector of A, so the inequality also holds with an excited level as E.

```lean
/-- Level repulsion: if `v` is a unit eigenvector of the cluster with energy `E`, the ground
energy `E'` after enlargement lies at or below both `E` and `e`, and the product of the two
distances is at least the squared coupling `|⟨b,v⟩|²`. -/
theorem level_repulsion {A : Matrix n n ℂ} (hA : A.IsHermitian) {b v : n → ℂ} {e E E' : ℝ}
    (hv : A *ᵥ v = (E : ℂ) • v) (hn : star v ⬝ᵥ v = 1)
    (hE' : IsGroundEnergy (enlarge A b e) E') :
    E' ≤ E ∧ E' ≤ e ∧ ‖star b ⬝ᵥ v‖ ^ 2 ≤ (E - E') * (e - E') := by
  have hvb : star v ⬝ᵥ b = star (star b ⬝ᵥ v) := by simp [dotProduct, mul_comm]
  -- variational principle for the trial state with amplitudes `a v` and `β`
  have key : ∀ (a : ℝ) (β : ℂ), E' * (a * a + Complex.normSq β) ≤
      E * (a * a) + e * Complex.normSq β + 2 * (a * (star β * (star b ⬝ᵥ v)).re) := by
    intro a β
    have h := variational_principle (enlarge_isHermitian hA b e) hE' (state ((a : ℂ) • v) β)
    rw [enlarge_mulVec, state_dot, state_dot, mulVec_smul, hv] at h
    simp only [star_smul, smul_dotProduct, dotProduct_add, dotProduct_smul, hn, hvb,
      smul_eq_mul] at h
    generalize star b ⬝ᵥ v = w at h ⊢
    simp [Complex.normSq_apply] at h ⊢
    linarith
  obtain ⟨w, hw⟩ : ∃ w, w = star b ⬝ᵥ v := ⟨_, rfl⟩
  rw [← hw] at key ⊢
  have h1 : E' ≤ E := by simpa using key 1 0
  have h2 : E' ≤ e := by simpa using key 0 1
  refine ⟨h1, h2, ?_⟩
  rw [← Complex.normSq_eq_norm_sq]
  -- amplitudes on the new configuration in antiphase with the coupling
  have key2 : ∀ a s : ℝ, E' * (a * a + s * s * Complex.normSq w) ≤
      E * (a * a) + e * (s * s * Complex.normSq w) - 2 * (a * (s * Complex.normSq w)) := by
    intro a s
    have h := key a (-(s : ℂ) * w)
    have h3 : Complex.normSq (-(s : ℂ) * w) = s * s * Complex.normSq w := by
      rw [Complex.normSq_mul, Complex.normSq_neg, Complex.normSq_ofReal]
    have h4 : (star (-(s : ℂ) * w) * w).re = -(s * Complex.normSq w) := by
      simp [Complex.normSq_apply]
      ring
    rw [h3, h4] at h
    linarith
  generalize Complex.normSq w = N at key2 ⊢
  rcases h2.eq_or_lt with h | h
  · subst h
    have h5 := key2 N (E - E' + 1)
    have h6 : N * N ≤ 0 := by
      nlinarith [mul_nonneg (mul_self_nonneg N) (sub_nonneg.2 h1)]
    have h7 : N = 0 := mul_self_eq_zero.1 (le_antisymm h6 (mul_self_nonneg N))
    simp [h7]
  · by_contra hc
    have h5 := key2 (e - E') 1
    nlinarith [mul_pos (sub_pos.2 h) (sub_pos.2 (not_le.1 hc))]
```

The explicit bound completes the square as in the derivation; `v` is again a unit eigenvector of A with energy E. `Real.sqrt_le_iff` turns the bound on the root into the two conditions d ≥ 0 and d² ≥ ((E − e)/2)² + |w|², with d = (E + e)/2 − E' as before.

```lean
/-- The ground energy of the enlarged cluster is at most the lower root of the two-level problem
with energies `E`, `e` and coupling `⟨b,v⟩`. -/
theorem two_level_bound {A : Matrix n n ℂ} (hA : A.IsHermitian) {b v : n → ℂ} {e E E' : ℝ}
    (hv : A *ᵥ v = (E : ℂ) • v) (hn : star v ⬝ᵥ v = 1)
    (hE' : IsGroundEnergy (enlarge A b e) E') :
    E' ≤ (E + e) / 2 - √(((E - e) / 2) ^ 2 + ‖star b ⬝ᵥ v‖ ^ 2) := by
  obtain ⟨h1, h2, h3⟩ := level_repulsion hA hv hn hE'
  have h : √(((E - e) / 2) ^ 2 + ‖star b ⬝ᵥ v‖ ^ 2) ≤ (E + e) / 2 - E' :=
    Real.sqrt_le_iff.2 ⟨by linarith, by nlinarith⟩
  linarith
```

## Strict lowering and the uncoupled case

The definition of a ground energy provides a nonzero eigenvector, which is divided by its norm.

```lean
omit [DecidableEq n] in
private theorem exists_unit_groundState {A : Matrix n n ℂ} {E : ℝ} (hE : IsGroundEnergy A E) :
    ∃ v : n → ℂ, A *ᵥ v = (E : ℂ) • v ∧ star v ⬝ᵥ v = 1 := by
  obtain ⟨v, hv, h⟩ := hE.1
  obtain ⟨r, hr⟩ : ∃ r : ℝ, r = ∑ i, Complex.normSq (v i) := ⟨_, rfl⟩
  have hd : star v ⬝ᵥ v = (r : ℂ) := by
    simp [dotProduct, hr, Complex.normSq_eq_conj_mul_self]
  have hpos : 0 < r := by
    obtain ⟨i, hi⟩ := Function.ne_iff.1 hv
    rw [hr]
    exact Finset.sum_pos' (fun _ _ => Complex.normSq_nonneg _)
      ⟨i, Finset.mem_univ i, Complex.normSq_pos.2 hi⟩
  have hc : (√r)⁻¹ * ((√r)⁻¹ * r) = 1 := by
    rw [← mul_assoc, ← mul_inv, Real.mul_self_sqrt hpos.le, inv_mul_cancel₀ hpos.ne']
  refine ⟨(((√r)⁻¹ : ℝ) : ℂ) • v, by rw [mulVec_smul, h, smul_comm], ?_⟩
  rw [star_smul, smul_dotProduct, dotProduct_smul, hd]
  simp only [smul_eq_mul, Complex.star_def, Complex.conj_ofReal]
  exact_mod_cast hc
```

The main theorem has two parts: E' ≤ E without any condition on the coupling, and E' < E for every unit ground state `v` with `star b ⬝ᵥ v ≠ 0`. If the ground level is degenerate, one such state is enough. The first part applies level repulsion to the normalised ground state `u`; the second assumes E' = E and contradicts the nonzero coupling.

The theorem compares the lowest eigenvalues of two matrices. It gives no spectral intensities, and it does not fix the sign of a binding-energy shift, which also depends on how the initial state changes.

```lean
/-- Enlarging a cluster by one configuration never raises its ground energy, and lowers it
strictly if the new configuration couples to a unit ground state `v` of the cluster. -/
theorem screening_lowers_groundEnergy {A : Matrix n n ℂ} (hA : A.IsHermitian) {b : n → ℂ}
    {e E E' : ℝ} (hE : IsGroundEnergy A E) (hE' : IsGroundEnergy (enlarge A b e) E') :
    E' ≤ E ∧ ∀ v : n → ℂ, A *ᵥ v = (E : ℂ) • v → star v ⬝ᵥ v = 1 →
      star b ⬝ᵥ v ≠ 0 → E' < E := by
  obtain ⟨u, hu, hu1⟩ := exists_unit_groundState hE
  have hle := (level_repulsion hA hu hu1 hE').1
  refine ⟨hle, fun v hv hn hb => lt_of_le_of_ne hle fun heq => ?_⟩
  -- equal energies would leave no room for a nonzero coupling
  have h := (level_repulsion hA hv hn hE').2.2
  rw [heq, sub_self, zero_mul] at h
  exact absurd h (not_le_of_gt (pow_pos (norm_pos_iff.2 hb) 2))
```

For b = 0, the first half of the proof exhibits an eigenvector with eigenvalue min(E, e): the old ground state with β = 0, or the new configuration alone. The second half separates the eigenvalue equation and shows that no eigenvalue lies lower.

```lean
omit [DecidableEq n] in
/-- Without coupling, the ground energy of the enlarged cluster is the smaller of `E` and `e`. -/
theorem groundEnergy_uncoupled {A : Matrix n n ℂ} {E : ℝ} (hE : IsGroundEnergy A E) (e : ℝ) :
    IsGroundEnergy (enlarge A 0 e) (min E e) := by
  constructor
  · rcases le_total E e with h | h
    · rw [min_eq_left h]
      obtain ⟨v, hv, h1⟩ := hE.1
      refine ⟨state v 0, fun h0 => hv (funext fun i => congrFun h0 (Sum.inl i)), ?_⟩
      rw [enlarge_mulVec, h1]
      ext (i | i) <;> simp [state]
    · rw [min_eq_right h]
      refine ⟨state 0 1, fun h0 => ?_, ?_⟩
      · simpa [state] using congrFun h0 (Sum.inr ())
      · rw [enlarge_mulVec]
        ext (i | i) <;> simp [state]
  · rintro μ ⟨X, hX, h⟩
    obtain ⟨x, β, rfl⟩ : ∃ x β, X = state x β :=
      ⟨fun i => X (Sum.inl i), X (Sum.inr ()), by ext (i | i) <;> rfl⟩
    rw [enlarge_mulVec] at h
    have h1 : A *ᵥ x = (μ : ℂ) • x := by
      funext i
      simpa [state] using congrFun h (Sum.inl i)
    have h2 : e = μ ∨ β = 0 := by simpa [state] using congrFun h (Sum.inr ())
    by_cases hx : x = 0
    · rcases h2 with h2 | h2
      · exact (min_le_right E e).trans h2.le
      · exact absurd (by subst hx h2; ext (i | i) <;> simp [state]) hX
    · exact (min_le_left E e).trans (hE.2 ⟨x, hx, h1⟩)

end

end NonlocalScreening
```

```lean
#print axioms NonlocalScreening.exists_groundEnergy
#print axioms NonlocalScreening.two_level_bound
#print axioms NonlocalScreening.screening_lowers_groundEnergy
#print axioms NonlocalScreening.groundEnergy_uncoupled
```

```
'NonlocalScreening.exists_groundEnergy' depends on axioms: [propext, Classical.choice, Quot.sound]
'NonlocalScreening.two_level_bound' depends on axioms: [propext, Classical.choice, Quot.sound]
'NonlocalScreening.screening_lowers_groundEnergy' depends on axioms: [propext, Classical.choice, Quot.sound]
'NonlocalScreening.groundEnergy_uncoupled' depends on axioms: [propext, Classical.choice, Quot.sound]
```
